# In a two-dimensional model with denominator q² + a², the second-order Coulomb tail decays as the inverse cutoff energy

If a second-order energy is extrapolated with the wrong power of the momentum cutoff, an error of the same order as the leading truncation error remains in the extrapolated value. For the 1/r Coulomb interaction between electrons in a plane and the model energy denominator q² + a², the file below evaluates the contribution beyond the cutoff in closed form, finds its leading power, and bounds the error of the matching two-point extrapolation.

```lean
import Mathlib

open Filter Topology MeasureTheory

namespace ElectronGas2DTail

noncomputable section

/-- The Coulomb interaction in two dimensions at momentum transfer `q`, in atomic units. -/
def coulomb2D (q : ℝ) : ℝ := 2 * Real.pi / q

/-- The second-order integrand at momentum transfer `q`: radial measure times squared
interaction, divided by the energy denominator `q ^ 2 + a ^ 2`. -/
def shell (a q : ℝ) : ℝ := q * coulomb2D q ^ 2 / (q ^ 2 + a ^ 2)

/-- The second-order contribution of all momentum transfers beyond the cutoff `Q`. -/
def tail (a Q : ℝ) : ℝ := ∫ q in Set.Ioi Q, shell a q

/-- The second-order contribution of momentum transfers between `Q₀` and the cutoff `Q`. -/
def energyUpTo (a Q₀ Q : ℝ) : ℝ := ∫ q in Set.Ioc Q₀ Q, shell a q

/-- A primitive of the second-order integrand in the momentum transfer. -/
theorem hasDerivAt_primitive {a q : ℝ} (ha : 0 < a) (hq : 0 < q) :
    HasDerivAt (fun q : ℝ => -(2 * Real.pi ^ 2 / a ^ 2) * Real.log (1 + a ^ 2 / q ^ 2))
      (shell a q) q := by
  have hq2 : q ^ 2 ≠ 0 := by positivity
  have hs : q ^ 2 + a ^ 2 ≠ 0 := by positivity
  have h1 : HasDerivAt (fun q : ℝ => q ^ 2) (2 * q) q := by
    simpa using hasDerivAt_pow 2 q
  have h2 := (hasDerivAt_const q (a ^ 2)).fun_div h1 hq2
  have h3 := (h2.const_add 1).log (by positivity)
  have h4 := h3.const_mul (-(2 * Real.pi ^ 2 / a ^ 2))
  refine h4.congr_deriv ?_
  have e : 1 + a ^ 2 / q ^ 2 = (q ^ 2 + a ^ 2) / q ^ 2 := by
    rw [add_div, div_self hq2]
  rw [e]
  unfold shell coulomb2D
  field_simp
  ring

/-- The primitive vanishes at infinite momentum transfer. -/
theorem tendsto_primitive (a : ℝ) :
    Tendsto (fun q : ℝ => -(2 * Real.pi ^ 2 / a ^ 2) * Real.log (1 + a ^ 2 / q ^ 2))
      atTop (𝓝 0) := by
  have h : Tendsto (fun q : ℝ => a ^ 2 / q ^ 2) atTop (𝓝 0) :=
    tendsto_const_nhds.div_atTop (tendsto_pow_atTop two_ne_zero)
  have h' := ((h.const_add 1).log (by norm_num)).const_mul (-(2 * Real.pi ^ 2 / a ^ 2))
  rwa [add_zero, Real.log_one, mul_zero] at h'

/-- The second-order integrand is integrable beyond every positive cutoff, and its tail is
`(2 π² / a²) ln (1 + a² / Q²)`. -/
theorem tail_eq {a Q : ℝ} (ha : 0 < a) (hQ : 0 < Q) :
    IntegrableOn (shell a) (Set.Ioi Q) ∧
      tail a Q = 2 * Real.pi ^ 2 / a ^ 2 * Real.log (1 + a ^ 2 / Q ^ 2) := by
  have hd : ∀ q ∈ Set.Ici Q, HasDerivAt
      (fun q : ℝ => -(2 * Real.pi ^ 2 / a ^ 2) * Real.log (1 + a ^ 2 / q ^ 2))
      (shell a q) q :=
    fun q hq => hasDerivAt_primitive ha (lt_of_lt_of_le hQ hq)
  have hn : ∀ q ∈ Set.Ioi Q, 0 ≤ shell a q := by
    intro q hq
    have hq0 : 0 < q := lt_trans hQ hq
    unfold shell coulomb2D
    positivity
  -- a nonnegative derivative of a convergent primitive is integrable
  refine ⟨integrableOn_Ioi_deriv_of_nonneg' hd hn (tendsto_primitive a), ?_⟩
  unfold tail
  rw [integral_Ioi_of_hasDerivAt_of_nonneg' hd hn (tendsto_primitive a)]
  ring

/-- Bounds at finite cutoff: `Q²` times the tail lies below `2 π²` by at most
`2 π² a² / (Q² + a²)`. -/
theorem scaled_tail_bounds {a Q : ℝ} (ha : 0 < a) (hQ : 0 < Q) :
    2 * Real.pi ^ 2 - 2 * Real.pi ^ 2 * a ^ 2 / (Q ^ 2 + a ^ 2) ≤ Q ^ 2 * tail a Q ∧
      Q ^ 2 * tail a Q ≤ 2 * Real.pi ^ 2 := by
  have hQ2 : Q ^ 2 ≠ 0 := by positivity
  have hs : Q ^ 2 + a ^ 2 ≠ 0 := by positivity
  have hpos : 0 < 1 + a ^ 2 / Q ^ 2 := by positivity
  have hup : Real.log (1 + a ^ 2 / Q ^ 2) ≤ a ^ 2 / Q ^ 2 := by
    linarith [Real.log_le_sub_one_of_pos hpos]
  -- the lower bound is the same inequality for the inverse argument
  have hlow : a ^ 2 / (Q ^ 2 + a ^ 2) ≤ Real.log (1 + a ^ 2 / Q ^ 2) := by
    have h := Real.log_le_sub_one_of_pos (inv_pos.mpr hpos)
    rw [Real.log_inv] at h
    have e : (1 + a ^ 2 / Q ^ 2)⁻¹ = 1 - a ^ 2 / (Q ^ 2 + a ^ 2) := by
      have e1 : 1 + a ^ 2 / Q ^ 2 = (Q ^ 2 + a ^ 2) / Q ^ 2 := by
        rw [add_div, div_self hQ2]
      rw [e1, inv_div, eq_sub_iff_add_eq, ← add_div, div_self hs]
    linarith
  have hc : 0 ≤ Q ^ 2 * (2 * Real.pi ^ 2 / a ^ 2) := by positivity
  rw [(tail_eq ha hQ).2, ← mul_assoc]
  constructor
  · refine le_trans (le_of_eq ?_) (mul_le_mul_of_nonneg_left hlow hc)
    field_simp
    ring
  · refine le_trans (mul_le_mul_of_nonneg_left hup hc) (le_of_eq ?_)
    field_simp

/-- `Q²` times the second-order tail tends to `2 π²` as the momentum cutoff `Q` grows. -/
theorem tendsto_scaled_tail {a : ℝ} (ha : 0 < a) :
    Tendsto (fun Q : ℝ => Q ^ 2 * tail a Q) atTop (𝓝 (2 * Real.pi ^ 2)) := by
  have hden : Tendsto (fun Q : ℝ => Q ^ 2 + a ^ 2) atTop atTop :=
    tendsto_atTop_add_const_right atTop (a ^ 2) (tendsto_pow_atTop two_ne_zero)
  have h0 : Tendsto (fun Q : ℝ => 2 * Real.pi ^ 2 * a ^ 2 / (Q ^ 2 + a ^ 2))
      atTop (𝓝 0) := tendsto_const_nhds.div_atTop hden
  have hl := h0.const_sub (2 * Real.pi ^ 2)
  rw [sub_zero] at hl
  refine tendsto_of_tendsto_of_tendsto_of_le_of_le' hl tendsto_const_nhds ?_ ?_
  · filter_upwards [eventually_gt_atTop 0] with Q hQ
    exact (scaled_tail_bounds ha hQ).1
  · filter_upwards [eventually_gt_atTop 0] with Q hQ
    exact (scaled_tail_bounds ha hQ).2

/-- With cutoff energy `E = Q² / 2`, the product of `E` and the second-order tail tends
to `π²` as `E` grows. -/
theorem tendsto_energy_mul_tail {a : ℝ} (ha : 0 < a) :
    Tendsto (fun E : ℝ => E * tail a (Real.sqrt (2 * E))) atTop (𝓝 (Real.pi ^ 2)) := by
  have hE : Tendsto (fun E : ℝ => 2 * E) atTop atTop :=
    tendsto_id.const_mul_atTop two_pos
  have h := ((tendsto_scaled_tail ha).comp
    (Real.tendsto_sqrt_atTop.comp hE)).const_mul (1 / 2)
  have e : 1 / 2 * (2 * Real.pi ^ 2) = Real.pi ^ 2 := by ring
  rw [e] at h
  refine h.congr' ?_
  filter_upwards [eventually_ge_atTop 0] with E hE0
  simp only [Function.comp_apply]
  rw [Real.sq_sqrt (by linarith)]
  ring

/-- The contribution up to the cutoff and the tail beyond it add up to the full integral. -/
theorem energyUpTo_add_tail {a Q₀ Q : ℝ} (ha : 0 < a) (h₀ : 0 < Q₀) (h : Q₀ ≤ Q) :
    energyUpTo a Q₀ Q + tail a Q = tail a Q₀ := by
  have hi := (tail_eq ha h₀).1
  have hdis : Disjoint (Set.Ioc Q₀ Q) (Set.Ioi Q) :=
    Set.disjoint_left.mpr fun _ hx hy => not_lt_of_ge hx.2 hy
  unfold energyUpTo tail
  rw [← setIntegral_union hdis measurableSet_Ioi
    (hi.mono_set fun _ hx => hx.1) (tail_eq ha (lt_of_lt_of_le h₀ h)).1,
    Set.Ioc_union_Ioi_eq_Ioi h]

/-- Two-point extrapolation in the inverse cutoff energy, from cutoffs `Q₁ < Q₂`, gives the
full integral above `Q₀` within `2 π² a² / ((Q₁² + a²) (Q₂² - Q₁²))`. -/
theorem extrapolation_error {a Q₀ Q₁ Q₂ : ℝ} (ha : 0 < a) (h₀ : 0 < Q₀)
    (h₁ : Q₀ ≤ Q₁) (h₂ : Q₁ < Q₂) :
    |(Q₂ ^ 2 * energyUpTo a Q₀ Q₂ - Q₁ ^ 2 * energyUpTo a Q₀ Q₁) / (Q₂ ^ 2 - Q₁ ^ 2)
        - tail a Q₀|
      ≤ 2 * Real.pi ^ 2 * a ^ 2 / (Q₁ ^ 2 + a ^ 2) / (Q₂ ^ 2 - Q₁ ^ 2) := by
  have hQ₁ : 0 < Q₁ := lt_of_lt_of_le h₀ h₁
  have hD : 0 < Q₂ ^ 2 - Q₁ ^ 2 := by nlinarith
  have b₁ := scaled_tail_bounds ha hQ₁
  have b₂ := scaled_tail_bounds ha (hQ₁.trans h₂)
  have hm : 2 * Real.pi ^ 2 * a ^ 2 / (Q₂ ^ 2 + a ^ 2)
      ≤ 2 * Real.pi ^ 2 * a ^ 2 / (Q₁ ^ 2 + a ^ 2) := by
    have := h₂.le
    gcongr
  -- the leading inverse-energy terms cancel between the two cutoffs
  have key : (Q₂ ^ 2 * energyUpTo a Q₀ Q₂ - Q₁ ^ 2 * energyUpTo a Q₀ Q₁)
      / (Q₂ ^ 2 - Q₁ ^ 2) - tail a Q₀
      = (Q₁ ^ 2 * tail a Q₁ - Q₂ ^ 2 * tail a Q₂) / (Q₂ ^ 2 - Q₁ ^ 2) := by
    rw [sub_eq_iff_eq_add, div_add' _ _ _ hD.ne']
    congr 1
    linear_combination Q₂ ^ 2 * energyUpTo_add_tail ha h₀ (h₁.trans h₂.le)
      - Q₁ ^ 2 * energyUpTo_add_tail ha h₀ h₁
  rw [key, abs_div, abs_of_pos hD, div_le_iff₀ hD, div_mul_cancel₀ _ hD.ne']
  exact abs_le.mpr ⟨by linarith [b₁.1, b₂.2], by linarith [b₁.2, b₂.1]⟩

end

end ElectronGas2DTail
```

```lean
#print axioms ElectronGas2DTail.tendsto_energy_mul_tail
#print axioms ElectronGas2DTail.extrapolation_error
```

```
'ElectronGas2DTail.tendsto_energy_mul_tail' depends on axioms: [propext, Classical.choice, Quot.sound]
'ElectronGas2DTail.extrapolation_error' depends on axioms: [propext, Classical.choice, Quot.sound]
```

## The tail, its limit and the extrapolated value

Let q be the magnitude of the momentum transfer, Q > 0 a cutoff on it, and a > 0 a constant. Write T(Q) for the contribution of all q > Q, which is `tail a Q` in the file:

T(Q) = ∫ from Q to ∞ of q (2π/q)² / (q² + a²) dq.

The theorem `tail_eq` states that the integrand is integrable on (Q, ∞) and that

T(Q) = (2π²/a²) ln(1 + a²/Q²).

Integrability is stated separately because Lean assigns the value 0 to the integral of a non-integrable function.

The theorem `scaled_tail_bounds` holds at every positive cutoff:

2π² − 2π²a²/(Q² + a²) ≤ Q² T(Q) ≤ 2π².

From it follow two limits. `tendsto_scaled_tail` says that Q² T(Q) tends to 2π² as Q → ∞. `tendsto_energy_mul_tail` says the same in terms of the cutoff energy E = Q²/2: the product E T(√(2E)) tends to π². To leading order the tail is therefore π²/E.

The last theorem concerns energies computed at two finite cutoffs. Let S(Q) be the contribution of momentum transfers between a fixed lower limit Q₀ > 0 and Q, written `energyUpTo a Q₀ Q`. For Q₀ ≤ Q₁ < Q₂, `extrapolation_error` states that the extrapolated value

X = (Q₂² S(Q₂) − Q₁² S(Q₁)) / (Q₂² − Q₁²)

differs from the full integral T(Q₀) by at most

2π²a² / ((Q₁² + a²)(Q₂² − Q₁²)).

## Interaction, measure and energy denominator

The definition `coulomb2D` is the Fourier transform 2π/q of the 1/r interaction in a plane, in atomic units. Second-order perturbation theory contains its square, divided by an excitation energy. The definition `shell` combines these with the factor q of the radial measure in two dimensions.

The denominator is where the model simplifies the electron gas. When two electrons with momenta k and k′ exchange momentum q, their kinetic energy rises by q² + q·(k − k′). The model keeps the term q², which dominates at large q, and replaces the rest by a positive constant a². This constant stands for an offset in the pair excitation energy, such as a gap, and is postulated here. The model also leaves out Pauli blocking and exchange.

The quantities are positive magnitudes. The overall minus sign of the second-order energy is omitted, as are the angular factor 2π and the prefactors from density, spin and Fourier normalisation. Constant factors of this kind change the limits 2π² and π² but not the power of the cutoff.

The lower limit Q₀ has to be positive because the integrand behaves as 4π²/(a²q) at small q, and its integral down to zero diverges logarithmically. This divergence is a property of the model integrand, which lets small momentum transfers contribute without Pauli blocking. The "full integral" is thus the one over all q > Q₀. The cutoff acts on the momentum transfer, whereas a plane-wave calculation usually truncates the orbital basis. Within this one-parameter model, the result supports extrapolating a two-dimensional second-order energy linearly in 1/E.

## A logarithm as primitive

The integrand simplifies to

q (2π/q)² / (q² + a²) = 4π² / (q (q² + a²)).

Consider the function

F(q) = −(2π²/a²) ln(1 + a²/q²).

The derivative of the logarithm is

(−2a²/q³) / (1 + a²/q²) = −2a² / (q (q² + a²)),

and multiplication by −2π²/a² gives back the integrand. This is `hasDerivAt_primitive`. Its proof builds the derivative by the quotient rule, the chain rule for the logarithm and multiplication by a constant; `field_simp` and `ring` then identify the outcome with `shell a q`.

As q → ∞, a²/q² tends to 0, so the logarithm tends to ln 1 = 0 and F(q) → 0. This is `tendsto_primitive`. The fundamental theorem of calculus on the half-line now gives

T(Q) = 0 − F(Q) = (2π²/a²) ln(1 + a²/Q²).

In `tail_eq`, the improper integral is justified by the sign of the integrand. A nonnegative function whose primitive has a finite limit is integrable, and the hypothesis `hn` supplies the nonnegativity. One Mathlib theorem then yields integrability and a second yields the value.

## Bounds from one logarithm inequality

Both bounds come from ln x ≤ x − 1 for x > 0. With x = 1 + a²/Q² it reads

ln(1 + a²/Q²) ≤ a²/Q².

With the inverse argument,

x = Q²/(Q² + a²) = 1 − a²/(Q² + a²),

it reads −ln(1 + a²/Q²) ≤ −a²/(Q² + a²), or

a²/(Q² + a²) ≤ ln(1 + a²/Q²).

These are `hup` and `hlow` in the proof of `scaled_tail_bounds`. Multiplying both by the nonnegative factor 2π²Q²/a² turns the upper bound into 2π² and the lower one into

2π²Q²/(Q² + a²) = 2π² − 2π²a²/(Q² + a²).

The subtracted term vanishes as Q → ∞, so Q² T(Q) is squeezed to 2π². In `tendsto_scaled_tail` the bounds are needed only for large Q, and `eventually_gt_atTop 0` restricts them to positive cutoffs.

For the energy form, set Q = √(2E). Then Q² = 2E for E ≥ 0, and

E T(√(2E)) = ½ Q² T(Q) → ½ · 2π² = π².

The proof of `tendsto_energy_mul_tail` composes the previous limit with √(2E) → ∞ and multiplies by 1/2.

## Cancellation between two cutoffs

The intervals (Q₀, Q] and (Q, ∞) are disjoint and together make up (Q₀, ∞). Hence, for Q₀ ≤ Q,

S(Q) + T(Q) = T(Q₀),

which is `energyUpTo_add_tail`. The integrability part of `tail_eq` is used here, since additivity of the integral requires it on both pieces.

If T(Q) were exactly c/Q² for some constant c, then S(Q) = T(Q₀) − c/Q², and eliminating c between two cutoffs would give exactly the formula for X. For the actual tail, insert S(Q₁) = T(Q₀) − T(Q₁) and S(Q₂) = T(Q₀) − T(Q₂):

X − T(Q₀) = (Q₁² T(Q₁) − Q₂² T(Q₂)) / (Q₂² − Q₁²).

This identity is `key` in the last proof, where `linear_combination` adds the two additivity relations with weights Q₂² and −Q₁².

Each product in the numerator lies below 2π², by at most 2π²a²/(Q₁² + a²) for the first and 2π²a²/(Q₂² + a²) for the second. Since Q₁ < Q₂, the second margin is no larger than the first; this comparison is `hm`. Both products therefore lie in the same interval of length 2π²a²/(Q₁² + a²), and their difference cannot exceed that length in absolute value. Division by Q₂² − Q₁² > 0 gives the stated error bound.

At a fixed ratio Q₂/Q₁ the bound falls off as 1/Q₁⁴, the inverse square of the cutoff energy, while the unextrapolated error T(Q₂) falls off only as the inverse first power.
